# Odd-order energies of a nondegenerate state vanish when the order-k Hamiltonian has parity (−1)ᵏ

A diatomic molecule vibrates about its equilibrium bond length R₀ in one electronic state. Let m be the electron mass, M the reduced nuclear mass and κ = (m/M)^(1/4). In atomic units, write the bond length as R₀ + κu and expand the electronic potential about a minimum with positive curvature. After subtracting the potential's minimum value and dividing by κ², the vibrational Hamiltonian is a series

H(κ) = H₀ + κH₁ + κ²H₂ + …

Here H₀ is a harmonic oscillator in u, H₁ is proportional to u³, H₂ to u⁴, and so on. The cubic term enters at first order in κ. Do odd powers of κ then appear in the energy?

For a nondegenerate reference state they do not, because reflection u → −u multiplies Hₖ by (−1)ᵏ. In this model of one non-rotating coordinate on one electronic potential, the vibrational energy series therefore advances in steps of κ² = √(m/M). The theorems below take the coefficients Hₖ and their parity as given; they do not derive the Born–Oppenheimer expansion from a molecular Hamiltonian.

## The perturbation equations and the parity condition

```lean
import Mathlib

open Finset

namespace BornOppenheimerParity

noncomputable section

variable {V : Type*} [NormedAddCommGroup V] [InnerProductSpace ℝ V]
```

`V` is a real inner-product space, the space of states. It may have infinite dimension, but operators must be defined on all of it. For the oscillator one can take the real linear span of its eigenfunctions, which multiplication by u and differentiation map into itself.

```lean
/-- The energies `E k` and states `ψ k` solve the Rayleigh-Schroedinger equations of
`∑ κ^k H k` at every order, with a unit reference state orthogonal to all corrections. -/
structure IsRSSolution (H : ℕ → V →ₗ[ℝ] V) (E : ℕ → ℝ) (ψ : ℕ → V) : Prop where
  unit : ‖ψ 0‖ = 1
  orth : ∀ k, 0 < k → inner ℝ (ψ 0) (ψ k) = 0
  eqn : ∀ n, ∑ p ∈ antidiagonal n, H p.1 (ψ p.2) = ∑ p ∈ antidiagonal n, E p.1 • ψ p.2
```

`H : ℕ → V →ₗ[ℝ] V` is a sequence of linear operators, one for each order. `IsRSSolution H E ψ` bundles three conditions on energies Eₖ and states ψₖ: ψ₀ has norm 1, every later ψₖ is orthogonal to ψ₀, and at each order n

∑ Hᵢψⱼ = ∑ Eᵢψⱼ, summed over i + j = n.

The set `antidiagonal n` contains these pairs (i, j), and `•` multiplies a vector by a number. The equations are the coefficients of κⁿ in H(κ)ψ(κ) = E(κ)ψ(κ). Orthogonality is intermediate normalisation: the summed state has component 1 along ψ₀ and generally not norm 1. Convergence of the series is neither assumed nor proved.

```lean
/-- Every solution of `A v = e v` is a multiple of `φ`. -/
def Nondegenerate (A : V →ₗ[ℝ] V) (e : ℝ) (φ : V) : Prop :=
  ∀ v, A v = e • v → ∃ c : ℝ, v = c • φ
```

`Nondegenerate A e φ` says that every solution of Av = ev is a multiple of φ. It will be used with A = H₀, e = E₀ and φ = ψ₀.

```lean
/-- `P` is a symmetric involution under which the order-`k` Hamiltonian has parity `(-1)^k`. -/
structure IsGradedParity (P : V →ₗ[ℝ] V) (H : ℕ → V →ₗ[ℝ] V) : Prop where
  symm : P.IsSymmetric
  invol : ∀ v, P (P v) = v
  grade : ∀ k v, P (H k (P v)) = (-1 : ℝ) ^ k • H k v
```

P stands for the reflection. It is symmetric, satisfies P² = 1, and obeys

PHₖP = (−1)ᵏHₖ.

This condition encodes the physics of the expansion: each further power of κ brings one further power of the displacement.

```lean
variable {H : ℕ → V →ₗ[ℝ] V} {P : V →ₗ[ℝ] V} {E E' : ℕ → ℝ} {ψ ψ' : ℕ → V}

/-- The zeroth-order equation: the reference state is an eigenvector of `H 0`. -/
theorem IsRSSolution.zeroth (h : IsRSSolution H E ψ) : H 0 (ψ 0) = E 0 • ψ 0 := by
  simpa using h.eqn 0
```

At n = 0 the only pair is (0, 0), so H₀ψ₀ = E₀ψ₀. The tactic `simpa` performs this simplification.

## The reference state determines the whole series

```lean
/-- For symmetric `H 0` and a nondegenerate reference state, two solutions of the recursion
with the same reference state agree in all energies and all states. -/
theorem rs_unique (hH : (H 0).IsSymmetric) (h : IsRSSolution H E ψ)
    (h' : IsRSSolution H E' ψ') (h0 : ψ' 0 = ψ 0)
    (hnd : Nondegenerate (H 0) (E 0) (ψ 0)) (n : ℕ) : E' n = E n ∧ ψ' n = ψ n := by
  have hpsi : inner ℝ (ψ 0) (ψ 0) = (1 : ℝ) := by
    rw [real_inner_self_eq_norm_sq, h.unit]; norm_num
  have hne : ψ 0 ≠ 0 := by
    intro hz
    simp [hz] at hpsi
  induction n using Nat.strong_induction_on with
  | _ n ih =>
    cases n with
    | zero =>
      have e' := h'.zeroth
      rw [h0] at e'
      exact ⟨smul_left_injective ℝ hne (e'.symm.trans h.zeroth), h0⟩
    | succ m =>
      have e := h.eqn (m + 1)
      have e' := h'.eqn (m + 1)
      simp only [Finset.Nat.sum_antidiagonal_succ] at e e'
      have hS : ∑ p ∈ antidiagonal m, H (p.1 + 1) (ψ' p.2)
          = ∑ p ∈ antidiagonal m, H (p.1 + 1) (ψ p.2) :=
        Finset.sum_congr rfl fun p hp => by
          have hp' := mem_antidiagonal.mp hp
          rw [(ih p.2 (by omega)).2]
      -- only the newest energy can differ
      have hT : ∑ p ∈ antidiagonal m, E' (p.1 + 1) • ψ' p.2
          - ∑ p ∈ antidiagonal m, E (p.1 + 1) • ψ p.2
          = (E' (m + 1) - E (m + 1)) • ψ 0 := by
        rw [← Finset.sum_sub_distrib, Finset.sum_eq_single (m, 0)]
        · simp only [h0, sub_smul]
        · rintro ⟨i, j⟩ hp hij'
          have hij : i + j = m := mem_antidiagonal.mp hp
          have hj : j ≠ 0 := by
            intro hj
            apply hij'
            rw [Prod.mk.injEq]
            constructor <;> omega
          simp only [(ih (i + 1) (by omega)).1, (ih j (by omega)).2, sub_self]
        · intro hn
          exact (hn (by simp)).elim
      rw [hS, (ih 0 (by omega)).1] at e'
      have hd : H 0 (ψ' (m + 1) - ψ (m + 1)) = E 0 • (ψ' (m + 1) - ψ (m + 1))
          + (E' (m + 1) - E (m + 1)) • ψ 0 := by
        rw [map_sub, ← hT]
        linear_combination (norm := module) e' - e
      have ho : inner ℝ (ψ 0) (ψ' (m + 1) - ψ (m + 1)) = 0 := by
        rw [inner_sub_right, h.orth (m + 1) (by omega), ← h0,
          h'.orth (m + 1) (by omega), sub_zero]
      -- projection on the reference state fixes the energy
      have hE : E' (m + 1) - E (m + 1) = 0 := by
        have k := hH (ψ 0) (ψ' (m + 1) - ψ (m + 1))
        rw [h.zeroth, hd, inner_add_right, real_inner_smul_left, real_inner_smul_right,
          real_inner_smul_right, ho, hpsi] at k
        linarith
      -- nondegeneracy and orthogonality fix the state
      rw [hE, zero_smul, add_zero] at hd
      obtain ⟨c, hc⟩ := hnd _ hd
      rw [hc, real_inner_smul_right, hpsi, mul_one] at ho
      rw [ho, zero_smul] at hc
      exact ⟨sub_eq_zero.mp hE, sub_eq_zero.mp hc⟩
```

Two solutions with the same ψ₀ agree at every order, provided H₀ is symmetric and ψ₀ is nondegenerate. The later Hₖ need not be symmetric.

The proof is by induction on the order. At order 0, the two eigenvalue equations give (E′₀ − E₀)ψ₀ = 0, and ψ₀ ≠ 0. At order n = m + 1, suppose all lower orders agree, and set δ = ψ′ₙ − ψₙ and ε = E′ₙ − Eₙ. Subtracting the two order-n equations leaves

H₀δ = E₀δ + εψ₀.

In Lean, `hS` cancels the terms with H₁, H₂, …, `hT` isolates the new energy, and `hd` is the displayed equation. Both ψₙ and ψ′ₙ are orthogonal to ψ₀, so ⟨ψ₀, δ⟩ = 0; this is `ho`. Taking the inner product with ψ₀ and using the symmetry of H₀ gives

E₀⟨ψ₀, δ⟩ = E₀⟨ψ₀, δ⟩ + ε,

hence ε = 0, which is `hE`. Now H₀δ = E₀δ, so nondegeneracy gives δ = cψ₀. Orthogonality gives c = ⟨ψ₀, δ⟩ = 0, and therefore δ = 0.

## Reflecting a solution

```lean
/-- Moving the parity operator through the order-`k` Hamiltonian costs a sign `(-1)^k`. -/
theorem IsGradedParity.intertwine (hP : IsGradedParity P H) (k : ℕ) (v : V) :
    H k (P v) = (-1 : ℝ) ^ k • P (H k v) := by
  rw [← map_smul, ← hP.grade, hP.invol]
```

Applying P to PHₖPv = (−1)ᵏHₖv and using P² = 1 gives

HₖPv = (−1)ᵏPHₖv.

The three rewrites in the proof use linearity, the parity condition and P² = 1.

```lean
/-- A nondegenerate reference state is even or odd under the parity operator. -/
theorem reference_parity (hP : IsGradedParity P H) (h : IsRSSolution H E ψ)
    (hnd : Nondegenerate (H 0) (E 0) (ψ 0)) :
    ∃ s : ℝ, (s = 1 ∨ s = -1) ∧ P (ψ 0) = s • ψ 0 := by
  obtain ⟨s, hs⟩ := hnd (P (ψ 0)) (by
    rw [hP.intertwine, h.zeroth, pow_zero, one_smul, map_smul])
  refine ⟨s, mul_self_eq_one_iff.mp ?_, hs⟩
  have h2 := congrArg (fun v => inner ℝ (ψ 0) v) (hP.invol (ψ 0))
  simpa [hs, real_inner_smul_right, real_inner_self_eq_norm_sq, h.unit] using h2
```

For k = 0 the sign is +1, so H₀Pψ₀ = PH₀ψ₀ = E₀Pψ₀. Nondegeneracy gives Pψ₀ = sψ₀ for some real s. Applying P again gives ψ₀ = s²ψ₀, and the inner product with ψ₀ turns this into s² = 1. The reference state is even or odd.

```lean
/-- If the reference state has parity `s = ±1`, reflecting a solution and attaching the signs
`(-1)^k` to the energies and `s (-1)^k` to the states gives a solution again. -/
theorem reflected_solution (hP : IsGradedParity P H) (h : IsRSSolution H E ψ) {s : ℝ}
    (hss : s * s = 1) (hs : P (ψ 0) = s • ψ 0) :
    IsRSSolution H (fun k => (-1) ^ k * E k) (fun k => (s * (-1) ^ k) • P (ψ k)) := by
  have z : (s * (-1) ^ 0) • P (ψ 0) = ψ 0 := by
    rw [hs, smul_smul, pow_zero, mul_one, hss, one_smul]
  refine ⟨?_, ?_, ?_⟩
  · rw [z, h.unit]
  · intro k hk
    rw [z, real_inner_smul_right, ← hP.symm, hs, real_inner_smul_left, h.orth k hk]
    ring
  · intro n
    have L : ∑ p ∈ antidiagonal n, H p.1 ((s * (-1) ^ p.2) • P (ψ p.2))
        = (s * (-1) ^ n) • P (∑ p ∈ antidiagonal n, H p.1 (ψ p.2)) := by
      rw [map_sum, Finset.smul_sum]
      refine Finset.sum_congr rfl fun p hp => ?_
      rw [map_smul, hP.intertwine, smul_smul, ← mem_antidiagonal.mp hp, pow_add]
      congr 1
      ring
    have R : ∑ p ∈ antidiagonal n, ((-1) ^ p.1 * E p.1) • (s * (-1) ^ p.2) • P (ψ p.2)
        = (s * (-1) ^ n) • P (∑ p ∈ antidiagonal n, E p.1 • ψ p.2) := by
      rw [map_sum, Finset.smul_sum]
      refine Finset.sum_congr rfl fun p hp => ?_
      rw [map_smul, smul_smul, smul_smul, ← mem_antidiagonal.mp hp, pow_add]
      congr 1
      ring
    rw [h.eqn n] at L
    exact L.trans R.symm
```

Define reflected sequences

Ẽₖ = (−1)ᵏEₖ,  ψ̃ₖ = s(−1)ᵏPψₖ.

They solve the same equations. First, ψ̃₀ = s²ψ₀ = ψ₀, which is `z`. Next, for k > 0, ⟨ψ₀, Pψₖ⟩ = ⟨Pψ₀, ψₖ⟩ = s⟨ψ₀, ψₖ⟩ = 0. Finally, moving P through Hᵢ produces (−1)ⁱ, which combines with (−1)ʲ to give the same sign (−1)ⁿ in every term:

∑ Hᵢψ̃ⱼ = s(−1)ⁿP ∑ Hᵢψⱼ

∑ Ẽᵢψ̃ⱼ = s(−1)ⁿP ∑ Eᵢψⱼ.

These are `L` and `R`. Their right-hand sides agree by the original order-n equation.

## Odd energies vanish

```lean
/-- With symmetric `H 0`, graded parity and a nondegenerate reference state, the states
alternate in parity from order to order, and every energy of odd order vanishes. -/
theorem odd_energy_vanishes (hH : (H 0).IsSymmetric) (hP : IsGradedParity P H)
    (h : IsRSSolution H E ψ) (hnd : Nondegenerate (H 0) (E 0) (ψ 0)) :
    (∀ k, Odd k → E k = 0) ∧
      ∃ s : ℝ, (s = 1 ∨ s = -1) ∧ ∀ k, P (ψ k) = (s * (-1) ^ k) • ψ k := by
  obtain ⟨s, hs1, hs⟩ := reference_parity hP h hnd
  have hss : s * s = 1 := mul_self_eq_one_iff.mpr hs1
  -- the reflected solution has the same reference state, so it is the same solution
  have u := rs_unique hH h (reflected_solution hP h hss hs)
    (by simp [hs, smul_smul, hss]) hnd
  refine ⟨fun k hk => ?_, s, hs1, fun k => ?_⟩
  · have e : (-1) ^ k * E k = E k := (u k).1
    rw [hk.neg_one_pow] at e
    linarith
  · have e : (s * (-1) ^ k) • P (ψ k) = ψ k := (u k).2
    have hsq : (s * (-1) ^ k) * (s * (-1) ^ k) = 1 := by
      rw [mul_mul_mul_comm, hss, ← mul_pow]
      norm_num
    calc P (ψ k) = ((s * (-1) ^ k) * (s * (-1) ^ k)) • P (ψ k) := by rw [hsq, one_smul]
      _ = (s * (-1) ^ k) • ψ k := by rw [mul_smul, e]
```

The hypotheses are a symmetric H₀, graded parity, a given solution of the recursion and a nondegenerate reference state. The reflected solution has the same ψ₀ as the original, so `rs_unique` identifies the two:

(−1)ᵏEₖ = Eₖ,  s(−1)ᵏPψₖ = ψₖ.

For odd k the first equation reads −Eₖ = Eₖ, so Eₖ = 0; `linarith` draws this conclusion. Multiplying the second by s(−1)ᵏ, whose square is 1, gives Pψₖ = s(−1)ᵏψₖ. The corrections to the state thus alternate in parity, and those of odd order may well be nonzero.

```lean
/-- Under the same conditions the truncated energy series is a polynomial in `κ^2`. -/
theorem energy_series_even (hH : (H 0).IsSymmetric) (hP : IsGradedParity P H)
    (h : IsRSSolution H E ψ) (hnd : Nondegenerate (H 0) (E 0) (ψ 0)) (κ : ℝ) (N : ℕ) :
    ∑ k ∈ range (2 * N), κ ^ k * E k = ∑ j ∈ range N, (κ ^ 2) ^ j * E (2 * j) := by
  induction N with
  | zero => simp
  | succ N ih =>
    have ho : E (2 * N + 1) = 0 := (odd_energy_vanishes hH hP h hnd).1 _ ⟨N, rfl⟩
    rw [show 2 * (N + 1) = 2 * N + 1 + 1 by ring]
    simp only [Finset.sum_range_succ, ih, ho, mul_zero, add_zero, pow_mul]
```

`range (2 * N)` runs over k = 0, …, 2N − 1. The statement is

∑ κᵏEₖ = ∑ (κ²)ʲE₂ⱼ,

with k < 2N on the left and j < N on the right. Each induction step adds one even term and one odd term, and the odd one is zero.

## A two-level system that meets every condition

```lean
/-- The real symmetric two-level operator with diagonal `a`, `c` and coupling `b`. -/
def twoLevel (a b c : ℝ) : EuclideanSpace ℝ (Fin 2) →ₗ[ℝ] EuclideanSpace ℝ (Fin 2) where
  toFun v := !₂[a * v.ofLp 0 + b * v.ofLp 1, b * v.ofLp 0 + c * v.ofLp 1]
  map_add' v w := by ext i; fin_cases i <;> simp <;> ring
  map_smul' r v := by ext i; fin_cases i <;> simp <;> ring
```

`twoLevel a b c` is the real symmetric matrix with rows (a, b) and (b, c), written as a linear operator on the plane.

```lean
/-- The coefficients of `a + κ b + κ^2 c`, order by order. -/
def coeffs {X : Type*} [Zero X] (a b c : X) : ℕ → X
  | 0 => a
  | 1 => b
  | 2 => c
  | _ + 3 => 0
```

`coeffs a b c` is the sequence a, b, c, 0, 0, …. It serves for operators, energies and states alike.

```lean
/-- Two-level operators are symmetric. -/
theorem twoLevel_symmetric (a b c : ℝ) : (twoLevel a b c).IsSymmetric := by
  intro v w
  simp [twoLevel, PiLp.inner_apply, Fin.sum_univ_two]
  ring
```

Writing out ⟨Av, w⟩ and ⟨v, Aw⟩ in components gives the same expression.

```lean
/-- For series ending at second order, the equations of orders 0 to 4 imply all others. -/
theorem eqn_of_low_orders (A B C : V →ₗ[ℝ] V) (a b c : ℝ) (x y z : V)
    (h : ∀ n < 5, ∑ p ∈ antidiagonal n, coeffs A B C p.1 (coeffs x y z p.2)
      = ∑ p ∈ antidiagonal n, coeffs a b c p.1 • coeffs x y z p.2) (n : ℕ) :
    ∑ p ∈ antidiagonal n, coeffs A B C p.1 (coeffs x y z p.2)
      = ∑ p ∈ antidiagonal n, coeffs a b c p.1 • coeffs x y z p.2 := by
  by_cases hn : n < 5
  · exact h n hn
  · refine Finset.sum_congr rfl ?_
    rintro ⟨i, j⟩ hp
    have hij : i + j = n := mem_antidiagonal.mp hp
    rcases (by omega : 3 ≤ i ∨ 3 ≤ j) with hi | hj
    · obtain ⟨k, rfl⟩ := Nat.exists_eq_add_of_le' hi
      simp [coeffs]
    · obtain ⟨k, rfl⟩ := Nat.exists_eq_add_of_le' hj
      simp [coeffs]
```

If all three sequences stop at order 2, only orders 0 to 4 need checking. For i + j ≥ 5, at least one of i and j is 3 or more, so every term is zero.

```lean
/-- A two-level Hamiltonian with first-order coupling and second-order energy `-1` meets
all the conditions of `odd_energy_vanishes`. -/
theorem odd_energy_vanishes_witness :
    let H := coeffs (twoLevel 0 0 1) (twoLevel 0 (-1) 0) (twoLevel 0 0 (-1))
    (H 0).IsSymmetric ∧ IsGradedParity (twoLevel 1 0 (-1)) H ∧
      IsRSSolution H (coeffs 0 0 (-1)) (coeffs !₂[1, 0] !₂[0, 1] 0) ∧
      Nondegenerate (H 0) 0 !₂[1, 0] := by
  refine ⟨twoLevel_symmetric _ _ _, ⟨twoLevel_symmetric _ _ _, ?_, ?_⟩,
    ⟨?_, ?_, eqn_of_low_orders _ _ _ _ _ _ _ _ _ ?_⟩, ?_⟩
  · intro v
    ext i
    fin_cases i <;> simp [twoLevel]
  · intro k v
    rcases k with _ | _ | _ | k <;> ext i <;> fin_cases i <;> simp [coeffs, twoLevel]
  · simp [coeffs, EuclideanSpace.norm_eq, Fin.sum_univ_two]
  · intro k hk
    rcases k with _ | _ | _ | k <;>
      simp_all [coeffs, PiLp.inner_apply, Fin.sum_univ_two]
  · intro n hn
    interval_cases n <;> ext i <;> fin_cases i <;>
      simp [Finset.Nat.antidiagonal_succ, coeffs, twoLevel]
  · intro v hv
    have h1 := congrArg (fun w => w.ofLp 1) hv
    simp [coeffs, twoLevel] at h1
    refine ⟨v.ofLp 0, ?_⟩
    ext i
    fin_cases i <;> simp [h1]
```

The Hamiltonian has rows (0, −κ) and (−κ, 1 − κ²), and P is diagonal with entries 1 and −1. The proposed series stops: the state is (1, κ) and the energy is −κ². Multiplying out confirms it:

H(κ)(1, κ) = (−κ², −κ³) = −κ²(1, κ).

The normalised state is (1, κ)/√(1 + κ²). The first-order coupling changes the state at order κ and the energy only at order κ². In the proof, `interval_cases` runs through the five remaining orders and `fin_cases` through the two components.

## Two degenerate levels with a linear shift

```lean
/-- Without nondegeneracy the result fails: for `H 0 = 0` and a first-order splitting that
is odd under exchange of the two levels, a solution has first-order energy `1`. -/
theorem degenerate_counterexample :
    let H := coeffs 0 (twoLevel 1 0 (-1)) 0
    (H 0).IsSymmetric ∧ IsGradedParity (twoLevel 0 1 0) H ∧
      ∃ E : ℕ → ℝ, IsRSSolution H E (coeffs !₂[1, 0] 0 0) ∧ E 1 = 1 := by
  refine ⟨fun v w => by simp [coeffs], ⟨twoLevel_symmetric _ _ _, ?_, ?_⟩,
    coeffs 0 1 0, ⟨?_, ?_, eqn_of_low_orders _ _ _ _ _ _ _ _ _ ?_⟩, rfl⟩
  · intro v
    ext i
    fin_cases i <;> simp [twoLevel]
  · intro k v
    rcases k with _ | _ | _ | k <;> ext i <;> fin_cases i <;> simp [coeffs, twoLevel]
  · simp [coeffs, EuclideanSpace.norm_eq, Fin.sum_univ_two]
  · intro k hk
    rcases k with _ | _ | _ | k <;> simp_all [coeffs]
  · intro n hn
    interval_cases n <;> ext i <;> fin_cases i <;>
      simp [Finset.Nat.antidiagonal_succ, coeffs, twoLevel]

end

end BornOppenheimerParity
```

Take two levels of equal energy, H₀ = 0, with a bias H₁ that is diagonal with entries 1 and −1. Exchanging the levels reverses the bias, so the parity condition holds. Yet the reference state (1, 0) has energy exactly κ, and E₁ = 1. With nondegeneracy omitted, the other hypotheses therefore do not force E₁ to vanish. Here the exchange turns (1, 0) into (0, 1), so the reference state is neither even nor odd.

```lean
#print axioms BornOppenheimerParity.odd_energy_vanishes
#print axioms BornOppenheimerParity.energy_series_even
#print axioms BornOppenheimerParity.degenerate_counterexample
```

```
'BornOppenheimerParity.odd_energy_vanishes' depends on axioms: [propext, Classical.choice, Quot.sound]
'BornOppenheimerParity.energy_series_even' depends on axioms: [propext, Classical.choice, Quot.sound]
'BornOppenheimerParity.degenerate_counterexample' depends on axioms: [propext, Classical.choice, Quot.sound]
```
